# The link determinant of two orthonormal frames has modulus at most one, with equality exactly when their spans agree

Let \(u_1,\dots,u_N\) and \(v_1,\dots,v_N\) be orthonormal sets of occupied states in one complex inner product space, for instance the cell-periodic states of \(N\) bands at two neighbouring crystal momenta, and let \(M_{ij}=\langle u_i,v_j\rangle\), with the inner product conjugate-linear in its first argument. The question is what \(|\det M|\) reveals about whether the occupied space has changed between the two sets.

```lean
import Mathlib

open Matrix
open scoped ComplexOrder

namespace LinkDeterminant

noncomputable section

variable {ι E : Type*} [Fintype ι] [NormedAddCommGroup E] [InnerProductSpace ℂ E]

/-- The overlap (link) matrix of two frames, with entries `⟨u_i, v_j⟩`. -/
def overlap (u v : ι → E) : Matrix ι ι ℂ :=
  Matrix.of fun i j => inner ℂ (u i) (v j)

/-- The leakage: the total squared norm of what remains of the states `v_j` after
subtracting their components `⟨u_i, v_j⟩ u_i` along the states `u_i`. -/
def leakage (u v : ι → E) : ℝ :=
  ∑ j, ‖v j - ∑ i, inner ℂ (u i) (v j) • u i‖ ^ 2

/-- The family of states obtained by mixing the states `u` with the coefficient matrix `W`; its
`j`-th member is `∑ i, W i j • u i`. -/
def mix (W : Matrix ι ι ℂ) (u : ι → E) : ι → E :=
  fun j => ∑ i, W i j • u i

/-- Removing from a state its components along an orthonormal frame lowers its squared norm
by the sum of the squared overlaps. -/
theorem norm_sub_proj_sq {u : ι → E} (hu : Orthonormal ℂ u) (w : E) :
    ‖w - ∑ i, inner ℂ (u i) w • u i‖ ^ 2 = ‖w‖ ^ 2 - ∑ i, ‖inner ℂ (u i) w‖ ^ 2 := by
  set p : E := ∑ i, inner ℂ (u i) w • u i with hp
  -- both ⟨p, w⟩ and ⟨p, p⟩ equal the sum of squared overlaps
  have hpw : inner ℂ p w = ((∑ i, ‖inner ℂ (u i) w‖ ^ 2 : ℝ) : ℂ) := by
    rw [hp, sum_inner]
    push_cast
    refine Finset.sum_congr rfl fun i _ => ?_
    rw [inner_smul_left]
    exact Complex.conj_mul' _
  have hpp : inner ℂ p p = ((∑ i, ‖inner ℂ (u i) w‖ ^ 2 : ℝ) : ℂ) := by
    rw [hp, hu.inner_sum]
    push_cast
    exact Finset.sum_congr rfl fun i _ => Complex.conj_mul' _
  have h1 : RCLike.re (inner ℂ p w) = ∑ i, ‖inner ℂ (u i) w‖ ^ 2 := by
    rw [hpw]
    exact Complex.ofReal_re _
  have h2 : ‖p‖ ^ 2 = ∑ i, ‖inner ℂ (u i) w‖ ^ 2 := by
    rw [← inner_self_eq_norm_sq (𝕜 := ℂ) p, hpp]
    exact Complex.ofReal_re _
  rw [norm_sub_rev, norm_sub_sq (𝕜 := ℂ) p w, h1, h2]
  ring

/-- For orthonormal frames the leakage is the number of bands minus the sum of all
squared overlaps. -/
theorem leakage_eq {u v : ι → E} (hu : Orthonormal ℂ u) (hv : Orthonormal ℂ v) :
    leakage u v = Fintype.card ι - ∑ i, ∑ j, ‖overlap u v i j‖ ^ 2 := by
  have h : leakage u v = ∑ j, (1 - ∑ i, ‖overlap u v i j‖ ^ 2) := by
    unfold leakage
    refine Finset.sum_congr rfl fun j _ => ?_
    rw [norm_sub_proj_sq hu, hv.1 j, one_pow]
    rfl
  rw [h, Finset.sum_sub_distrib, Finset.sum_comm]
  simp

/-- Mixing the bands of the two frames by `U` and `V` turns the overlap matrix `M`
into `Uᴴ M V`. -/
theorem overlap_mix (U V : Matrix ι ι ℂ) (u v : ι → E) :
    overlap (mix U u) (mix V v) = Uᴴ * overlap u v * V := by
  ext a b
  simp only [overlap, mix, Matrix.of_apply, Matrix.mul_apply, Matrix.conjTranspose_apply,
    inner_sum]
  refine Finset.sum_congr rfl fun k _ => ?_
  rw [inner_smul_right, sum_inner, Finset.sum_mul, Finset.mul_sum]
  refine Finset.sum_congr rfl fun i _ => ?_
  rw [inner_smul_left, starRingEnd_apply]
  ring

variable [DecidableEq ι]

/-- The determinant of a unitary matrix has modulus one. -/
theorem norm_det_of_unitary {W : Matrix ι ι ℂ} (hW : Wᴴ * W = 1) : ‖W.det‖ = 1 := by
  have hd : star W.det * W.det = 1 := by
    rw [← Matrix.det_conjTranspose, ← Matrix.det_mul, hW, Matrix.det_one]
  have h := congrArg norm hd
  rw [norm_mul, norm_star, norm_one] at h
  nlinarith [norm_nonneg W.det]

/-- The squared modulus of the determinant of an `N × N` matrix is at most `exp (S - N)`, where `S`
is the sum of the squared moduli of its entries. -/
theorem norm_det_sq_le_exp (M : Matrix ι ι ℂ) :
    ‖M.det‖ ^ 2 ≤ Real.exp (∑ i, ∑ j, ‖M i j‖ ^ 2 - Fintype.card ι) := by
  have hA := Matrix.isHermitian_conjTranspose_mul_self M
  -- the eigenvalues of Mᴴ M multiply to |det M|² and add up to the sum of all |M i j|²
  have hdet : ‖M.det‖ ^ 2 = ∏ i, hA.eigenvalues i := by
    have h : star M.det * M.det = ∏ i, ((hA.eigenvalues i : ℝ) : ℂ) := by
      rw [← Matrix.det_conjTranspose, ← Matrix.det_mul]
      exact hA.det_eq_prod_eigenvalues
    apply Complex.ofReal_injective
    push_cast
    rw [← Complex.conj_mul']
    exact h
  have htr : ∑ i, hA.eigenvalues i = ∑ i, ∑ j, ‖M i j‖ ^ 2 := by
    have t : (Mᴴ * M).trace = ∑ i, ((hA.eigenvalues i : ℝ) : ℂ) :=
      hA.trace_eq_sum_eigenvalues
    apply Complex.ofReal_injective
    push_cast
    rw [← t, Finset.sum_comm]
    simp only [Matrix.trace, Matrix.diag_apply, Matrix.mul_apply, Matrix.conjTranspose_apply]
    exact Finset.sum_congr rfl fun j _ => Finset.sum_congr rfl fun i _ =>
      Complex.conj_mul' _
  rw [hdet, ← htr]
  -- each eigenvalue obeys x ≤ exp (x - 1)
  calc ∏ i, hA.eigenvalues i ≤ ∏ i, Real.exp (hA.eigenvalues i - 1) :=
        Finset.prod_le_prod
          (fun i _ => (Matrix.posSemidef_conjTranspose_mul_self M).eigenvalues_nonneg i)
          (fun i _ => by linarith [Real.add_one_le_exp (hA.eigenvalues i - 1)])
    _ = Real.exp (∑ i, hA.eigenvalues i - Fintype.card ι) := by
        rw [← Real.exp_sum, Finset.sum_sub_distrib]
        simp

/-- For orthonormal frames the squared modulus of the link determinant is at most
`exp (-leakage)`. -/
theorem norm_det_sq_le_exp_neg_leakage {u v : ι → E} (hu : Orthonormal ℂ u)
    (hv : Orthonormal ℂ v) : ‖(overlap u v).det‖ ^ 2 ≤ Real.exp (-leakage u v) := by
  rw [leakage_eq hu hv, neg_sub]
  exact norm_det_sq_le_exp _

/-- The link determinant of two orthonormal frames has modulus at most one. -/
theorem norm_det_overlap_le_one {u v : ι → E} (hu : Orthonormal ℂ u)
    (hv : Orthonormal ℂ v) : ‖(overlap u v).det‖ ≤ 1 := by
  have hL : 0 ≤ leakage u v := Finset.sum_nonneg fun _ _ => sq_nonneg _
  have h1 : Real.exp (-leakage u v) ≤ 1 := Real.exp_le_one_iff.2 (by linarith)
  nlinarith [norm_det_sq_le_exp_neg_leakage hu hv, norm_nonneg (overlap u v).det]

/-- The link determinant of two orthonormal frames has modulus one exactly when the frames
span the same subspace. -/
theorem norm_det_overlap_eq_one_iff {u v : ι → E} (hu : Orthonormal ℂ u)
    (hv : Orthonormal ℂ v) :
    ‖(overlap u v).det‖ = 1 ↔
      Submodule.span ℂ (Set.range u) = Submodule.span ℂ (Set.range v) := by
  constructor
  · intro h
    -- modulus one leaves no room for leakage
    have hb := norm_det_sq_le_exp_neg_leakage hu hv
    rw [h, one_pow] at hb
    have hL : leakage u v ≤ 0 := by
      by_contra hc
      have : Real.exp (-leakage u v) < 1 := Real.exp_lt_one_iff.2 (by linarith)
      linarith
    have h0 : leakage u v = 0 := le_antisymm hL (Finset.sum_nonneg fun _ _ => sq_nonneg _)
    have hle : Submodule.span ℂ (Set.range v) ≤ Submodule.span ℂ (Set.range u) := by
      rw [Submodule.span_le]
      rintro _ ⟨j, rfl⟩
      have hj := (Finset.sum_eq_zero_iff_of_nonneg (fun _ _ => sq_nonneg _)).1 h0 j
        (Finset.mem_univ j)
      have hvj := sub_eq_zero.1 (norm_eq_zero.1 (pow_eq_zero_iff two_ne_zero |>.1 hj))
      exact (Submodule.mem_span_range_iff_exists_fun ℂ).2 ⟨_, hvj.symm⟩
    -- an inclusion between spaces of equal finite dimension is an equality
    have := FiniteDimensional.span_of_finite ℂ (Set.finite_range u)
    refine (Submodule.eq_of_le_of_finrank_eq hle ?_).symm
    rw [finrank_span_eq_card hv.linearIndependent, finrank_span_eq_card hu.linearIndependent]
  · intro h
    -- each v_j is recovered from its overlaps with u
    have hex : ∀ j, ∑ i, inner ℂ (u i) (v j) • u i = v j := by
      intro j
      have hj : v j ∈ Submodule.span ℂ (Set.range u) := by
        rw [h]
        exact Submodule.subset_span ⟨j, rfl⟩
      obtain ⟨c, hc⟩ := (Submodule.mem_span_range_iff_exists_fun ℂ).1 hj
      rw [← hc]
      exact Finset.sum_congr rfl fun i _ => by rw [hu.inner_right_fintype]
    apply norm_det_of_unitary
    ext j k
    have hjk := hu.inner_sum (fun i => inner ℂ (u i) (v j))
      (fun i => inner ℂ (u i) (v k)) Finset.univ
    simp only [hex] at hjk
    rw [Matrix.mul_apply, Matrix.one_apply]
    exact hjk.symm.trans (orthonormal_iff_ite.1 hv j k)

/-- Unitary band mixing within each of the two frames leaves the modulus of the link
determinant unchanged. -/
theorem norm_det_overlap_mix {U V : Matrix ι ι ℂ} (hU : Uᴴ * U = 1) (hV : Vᴴ * V = 1)
    (u v : ι → E) :
    ‖(overlap (mix U u) (mix V v)).det‖ = ‖(overlap u v).det‖ := by
  rw [overlap_mix, Matrix.det_mul, Matrix.det_mul, Matrix.det_conjTranspose, norm_mul,
    norm_mul, norm_star, norm_det_of_unitary hU, norm_det_of_unitary hV, one_mul, mul_one]

end

end LinkDeterminant
```

```lean
#print axioms LinkDeterminant.norm_det_overlap_le_one
#print axioms LinkDeterminant.norm_det_overlap_eq_one_iff
#print axioms LinkDeterminant.norm_det_overlap_mix
```

```
'LinkDeterminant.norm_det_overlap_le_one' depends on axioms: [propext, Classical.choice, Quot.sound]
'LinkDeterminant.norm_det_overlap_eq_one_iff' depends on axioms: [propext, Classical.choice, Quot.sound]
'LinkDeterminant.norm_det_overlap_mix' depends on axioms: [propext, Classical.choice, Quot.sound]
```

## Two frames, one matrix and the norm that leaks out

A frame here is an orthonormal list of states; the word does not have its signal-processing sense of a spanning set that may be overcomplete. In Lean a list of states is a function `u : ι → E`, where the finite type `ι` labels the bands and `Fintype.card ι` is \(N\). The condition `Orthonormal ℂ u` says that \(\langle u_i,u_j\rangle=\delta_{ij}\). The space `E` may be \(\mathbb C^n\) or an infinite-dimensional function space.

The matrix \(M\) is `overlap u v`. Its determinant is the link determinant, and `‖(overlap u v).det‖` is the modulus of that complex number. The quantity called `leakage` is
\[
L=\sum_j\Big\|v_j-\sum_i M_{ij}u_i\Big\|^2 ,
\]
the total squared norm of the parts of the \(v_j\) that stick out of the span of the \(u_i\). The name is specific to this text.

For orthonormal \(u\) and \(v\), three theorems carry the result:

- `norm_det_sq_le_exp_neg_leakage` states \(|\det M|^2\le e^{-L}\).
- `norm_det_overlap_le_one` states \(|\det M|\le 1\).
- `norm_det_overlap_eq_one_iff` states that \(|\det M|=1\) exactly when the complex linear spans of the two frames are the same subspace.

A fourth, `norm_det_overlap_mix`, states that \(|\det M|\) is unchanged when each set of states is recombined by its own unitary matrix. It holds for arbitrary families, orthonormal or not.

Both frames carry the same label type, so the number of occupied states is the same on both sides. This suits an insulator; a metal whose number of occupied bands differs between the two momenta does not fit the hypotheses.

## Links between neighbouring crystal momenta

In the Berry-phase treatment of polarization for non-interacting or mean-field electrons, a string of crystal momenta \(k_0,\dots,k_{J-1}\) crosses the Brillouin zone. Each neighbouring pair contributes a link matrix
\[
M^{(s)}_{ij}=\langle u_{i,k_s},u_{j,k_{s+1}}\rangle ,
\]
where \(u_{i,k}\) is the cell-periodic part of the Bloch state of band \(i\). In a plane-wave calculation with norm-conserving pseudopotentials and scalar (non-spinor) states, this is a sum over reciprocal lattice vectors of conjugated coefficients at \(k_s\) times coefficients at \(k_{s+1}\); ultrasoft and projector-augmented-wave methods add augmentation terms. The last link uses the states at \(k_0\) multiplied by \(e^{-iG\cdot r}\), where \(G\) is the reciprocal lattice vector spanned by the string. The discretised Berry phase is then
\[
\phi=-\operatorname{Im}\ln\prod_{s=0}^{J-1}\det M^{(s)} ,
\]
defined modulo \(2\pi\) provided that no link determinant vanishes. It uses the phases of the link determinants, whereas the theorems concern their moduli. A modulus of one says that the occupied space is the same at both ends of a link; it says nothing about momenta in between.

The bound also has content near one. Whenever \(\det M\neq0\), taking logarithms gives \(L\le-2\ln|\det M|\), so a modulus close to one forces the leakage to be small. By `leakage_eq`, \(L=N-\sum_{ij}|M_{ij}|^2\), which is the combination that appears, weighted and summed over neighbouring momenta, in the gauge-invariant part of the Wannier spread.

A single occupied state in a two-component model shows the sizes involved. Take \(u_1=(1,0)\) and \(v_1=(\cos\theta,\sin\theta)\). Then \(\det M=\cos\theta\) and \(L=\sin^2\theta\). At \(\theta=0.1\) the squared modulus is about \(0.99003\), just below \(e^{-L}\approx0.99008\).

The step left to the user is to place the states at two different momenta in one inner product space. For continuum Bloch states this is done by passing to the cell-periodic parts. In a tight-binding model one must also decide whether the coefficient vectors include the phases \(e^{ik\cdot\tau}\) of the orbital positions \(\tau\), and that decision can change \(|\det M|\).

## Squared overlaps bound the determinant

Fix a state \(w\), write \(c_i=\langle u_i,w\rangle\) and let \(p=\sum_i c_iu_i\). Since the \(u_i\) are orthonormal,
\[
\langle p,w\rangle=\sum_i \overline{c_i}\,c_i=\sum_i|c_i|^2,\qquad
\langle p,p\rangle=\sum_i|c_i|^2 .
\]
Expanding the square gives
\[
\|w-p\|^2=\|w\|^2-2\operatorname{Re}\langle p,w\rangle+\|p\|^2=\|w\|^2-\sum_i|c_i|^2 .
\]
This is `norm_sub_proj_sq`; its intermediate facts `hpw` and `hpp` are the two inner products above. Setting \(w=v_j\), using \(\|v_j\|=1\) and summing over \(j\) gives
\[
L=N-\sum_{i,j}|M_{ij}|^2 ,
\]
which is `leakage_eq`.

The next step holds for any square matrix \(M\). The matrix \(M^\dagger M\) is Hermitian, and its eigenvalues \(\lambda_a\) are nonnegative because \(x^\dagger M^\dagger Mx=\|Mx\|^2\ge0\) for every vector \(x\). Their product and sum are
\[
\prod_a\lambda_a=\det(M^\dagger M)=|\det M|^2,\qquad
\sum_a\lambda_a=\operatorname{tr}(M^\dagger M)=\sum_{i,j}|M_{ij}|^2 .
\]
The inequality \(1+x\le e^x\) at \(x=\lambda_a-1\) reads \(\lambda_a\le e^{\lambda_a-1}\). All factors are nonnegative, so these inequalities can be multiplied:
\[
|\det M|^2\le\prod_a e^{\lambda_a-1}=\exp\Big(\sum_{i,j}|M_{ij}|^2-N\Big).
\]
This is `norm_det_sq_le_exp`. Inside it, `hdet` and `htr` are the product and the sum of the eigenvalues, and the closing `calc` block multiplies the inequalities and collects the exponents.

For orthonormal frames the exponent is \(-L\), which gives `norm_det_sq_le_exp_neg_leakage`. As a sum of squares, \(L\) is nonnegative, so \(|\det M|^2\le e^{-L}\le1\). Since a modulus is nonnegative, \(|\det M|\le1\). In `norm_det_overlap_le_one` the call to `nlinarith` makes this last passage from the square to the modulus.

There is also a many-electron reading: \(\det M\) is the overlap of the two normalised Slater determinants built from the frames, so for such states the bound is the Cauchy–Schwarz inequality.

## Modulus one means the same occupied space

Suppose \(|\det M|=1\). Then \(1\le e^{-L}\), so \(L\le0\), and with \(L\ge0\) this gives \(L=0\). A sum of nonnegative terms vanishes only if each term does, hence
\[
v_j=\sum_i M_{ij}u_i\quad\text{for every }j .
\]
Every \(v_j\) therefore lies in the span of the \(u_i\). Both spans have dimension \(N\), because orthonormal states are linearly independent, and a subspace contained in another of the same finite dimension is equal to it. In the first half of `norm_det_overlap_eq_one_iff`, `h0` is the vanishing leakage, `hle` is the inclusion of spans, and `Submodule.eq_of_le_of_finrank_eq` turns the inclusion into equality.

Conversely, suppose the spans agree. Then \(v_j=\sum_i c_iu_i\) for some coefficients, and taking the inner product with \(u_i\) gives \(c_i=M_{ij}\). The Lean proof records this expansion as `hex`. Inserting it into the orthonormality of the \(v_j\) gives
\[
\delta_{jk}=\langle v_j,v_k\rangle=\sum_i\overline{M_{ij}}\,M_{ik}=(M^\dagger M)_{jk}.
\]
So \(M\) is unitary. Taking determinants gives \(|\det M|^2=1\), hence \(|\det M|=1\), which is the lemma `norm_det_of_unitary`. The proof checks \(M^\dagger M=1\) entry by entry after `ext j k`.

Orthonormality matters for this direction. In \(\mathbb C^2\) take \(u_1=v_1=(1,0)\), \(u_2=(0,1)\) and \(v_2=(1,1)/\sqrt2\). Both pairs span the whole space, yet
\[
M=\begin{pmatrix}1&1/\sqrt2\\0&1/\sqrt2\end{pmatrix},\qquad \det M=\frac1{\sqrt2}.
\]
So for the \(v_j\), unit length together with linear independence is not enough to make equal spans give modulus one.

## Unitary band mixing changes only the phase

The states within an occupied space are fixed only up to a unitary recombination, and a numerical diagonaliser returns an arbitrary choice of phases and of bases in degenerate subspaces. The definition `mix` describes such a recombination:
\[
u'_a=\sum_i U_{ia}u_i,\qquad v'_b=\sum_k V_{kb}v_k .
\]
The new overlaps are
\[
\langle u'_a,v'_b\rangle=\sum_{i,k}\overline{U_{ia}}\,M_{ik}V_{kb}=(U^\dagger MV)_{ab},
\]
which is `overlap_mix`, proved by expanding both sides entry by entry. The determinant becomes \(\overline{\det U}\,\det M\,\det V\). If \(U\) and \(V\) are unitary, the outer factors have modulus one, and `norm_det_overlap_mix` follows by taking norms of the product.

The phase of a single link determinant can change under such a recombination. Around the closed string of momenta these changes cancel, since each momentum's unitary matrix enters one link as \(V\) and the next as \(U\), provided that the closing link uses the same recombined states at \(k_0\).
